# At fixed orbitals, adding a virtual orbital changes the Hartree-Fock energy by its Fock expectation value

If the gap between an occupied and a virtual Hartree-Fock level is read as the energy of promoting an electron at fixed orbitals, the result wrongly includes an interaction with the electron that has just left. The theorems below, for spinless fermions on a finite grid with a symmetric pair interaction, show what each level measures, and for a constant interaction they reduce the difference to a count: $N$ electrons felt by a virtual orbital, $N-1$ by an occupied one.

In Lean 4 with Mathlib:

```lean
import Mathlib

open Matrix

namespace HartreeFockOrbitalAddition

noncomputable section

variable {n : Type*} [Fintype n] [DecidableEq n]

/-- Hartree operator on the grid: multiplication by `∑ y, w(x,y) P(y,y)`. -/
def hartree (w P : Matrix n n ℝ) : Matrix n n ℝ :=
  Matrix.diagonal fun x => ∑ y, w x y * P y y

/-- Fock exchange operator with kernel `w(x,y) P(x,y)`. -/
def exchange (w P : Matrix n n ℝ) : Matrix n n ℝ :=
  Matrix.of fun x y => w x y * P x y

/-- Fock operator `F[P] = h + J[P] - K[P]`. -/
def fock (h w P : Matrix n n ℝ) : Matrix n n ℝ :=
  h + hartree w P - exchange w P

/-- Hartree plus exchange energy `½ ∑ w(x,y) [P(x,x) P(y,y) - P(x,y) P(y,x)]`. -/
def twoBodyEnergy (w P : Matrix n n ℝ) : ℝ :=
  1 / 2 * ∑ x, ∑ y, w x y * (P x x * P y y - P x y * P y x)

/-- Hartree-Fock energy of spinless fermions with density matrix `P`. -/
def energy (h w P : Matrix n n ℝ) : ℝ :=
  (h * P).trace + twoBodyEnergy w P

/-- Density matrix `a(x) a(y)` of a single orbital. -/
def orbitalDensity (a : n → ℝ) : Matrix n n ℝ :=
  Matrix.of fun x y => a x * a y

/-- The constant pair interaction `w(x,y) = 1`. -/
def unitInteraction (n : Type*) : Matrix n n ℝ :=
  Matrix.of fun _ _ => 1

/-- `P` is a real orthogonal projector of rank `N`: symmetric, idempotent, rank `N`. -/
structure IsProjector (P : Matrix n n ℝ) (N : ℕ) : Prop where
  symm : P.IsSymm
  idem : P * P = P
  rank_eq : P.rank = N

/-- The trace of an idempotent real matrix equals its rank. -/
theorem trace_eq_rank {P : Matrix n n ℝ} (hP : P * P = P) : P.trace = (P.rank : ℝ) := by
  have hproj : LinearMap.IsProj (LinearMap.range P.mulVecLin) P.mulVecLin := by
    refine ⟨fun x => LinearMap.mem_range_self _ x, ?_⟩
    rintro x ⟨y, rfl⟩
    simp only [Matrix.mulVecLin_apply, Matrix.mulVec_mulVec, hP]
  have h1 := hproj.trace
  have h2 : LinearMap.trace ℝ (n → ℝ) P.mulVecLin = P.trace := by
    rw [← Matrix.toLin'_apply']
    exact Matrix.trace_toLin'_eq P
  exact h2.symm.trans h1

omit [DecidableEq n] in
/-- The density matrix of a unit orbital is symmetric, idempotent and has trace one. -/
theorem orbitalDensity_unit {a : n → ℝ} (ha : a ⬝ᵥ a = 1) :
    (orbitalDensity a).IsSymm ∧ orbitalDensity a * orbitalDensity a = orbitalDensity a ∧
      (orbitalDensity a).trace = 1 := by
  have hs : ∑ k, a k * a k = 1 := ha
  refine ⟨?_, ?_, ?_⟩
  · show (orbitalDensity a)ᵀ = orbitalDensity a
    ext i j
    exact mul_comm (a j) (a i)
  · ext i j
    simp only [Matrix.mul_apply, orbitalDensity, Matrix.of_apply]
    calc ∑ k, a i * a k * (a k * a j) = a i * a j * ∑ k, a k * a k := by
          rw [Finset.mul_sum]
          exact Finset.sum_congr rfl fun k _ => by ring
      _ = a i * a j := by rw [hs, mul_one]
  · exact hs

omit [DecidableEq n] in
/-- If `P` is symmetric and `P a = c a`, then `P` multiplies the orbital density of `a` by `c`
from either side. -/
theorem mul_orbitalDensity {P : Matrix n n ℝ} (hP : P.IsSymm) {a : n → ℝ} {c : ℝ}
    (hc : P *ᵥ a = c • a) :
    P * orbitalDensity a = c • orbitalDensity a ∧
      orbitalDensity a * P = c • orbitalDensity a := by
  have hPt : Pᵀ = P := hP
  have hA : (orbitalDensity a)ᵀ = orbitalDensity a := by
    ext i j
    exact mul_comm (a j) (a i)
  have h1 : P * orbitalDensity a = c • orbitalDensity a := by
    ext i j
    have hi : ∑ k, P i k * a k = c * a i := congrFun hc i
    simp only [Matrix.mul_apply, Matrix.smul_apply, orbitalDensity, Matrix.of_apply,
      smul_eq_mul]
    calc ∑ k, P i k * (a k * a j) = (∑ k, P i k * a k) * a j := by
          rw [Finset.sum_mul]
          exact Finset.sum_congr rfl fun k _ => by ring
      _ = c * (a i * a j) := by rw [hi]; ring
  refine ⟨h1, ?_⟩
  -- the other side follows by transposition
  have h2 : (P * orbitalDensity a)ᵀ = (c • orbitalDensity a)ᵀ := by rw [h1]
  rw [Matrix.transpose_mul, Matrix.transpose_smul, hA, hPt] at h2
  exact h2

/-- The expectation value `⟨a, F[P] a⟩` as a one-body sum plus a Hartree minus exchange sum
over pairs of grid points. -/
theorem fock_expectation (h w P : Matrix n n ℝ) (a : n → ℝ) :
    a ⬝ᵥ fock h w P *ᵥ a = ∑ x, ∑ y, h x y * a x * a y +
      ∑ x, ∑ y, w x y * (a x ^ 2 * P y y - a x * a y * P x y) := by
  have hq : ∀ M : Matrix n n ℝ, a ⬝ᵥ M *ᵥ a = ∑ x, ∑ y, M x y * a x * a y := by
    intro M
    simp only [dotProduct, Matrix.mulVec, Finset.mul_sum]
    exact Finset.sum_congr rfl fun x _ => Finset.sum_congr rfl fun y _ => by ring
  have hJ : a ⬝ᵥ hartree w P *ᵥ a = ∑ x, ∑ y, w x y * (a x ^ 2 * P y y) := by
    simp only [hartree, dotProduct, Matrix.mulVec_diagonal, Finset.sum_mul, Finset.mul_sum]
    exact Finset.sum_congr rfl fun x _ => Finset.sum_congr rfl fun y _ => by ring
  have hJK : ∑ x, ∑ y, w x y * (a x ^ 2 * P y y - a x * a y * P x y) =
      ∑ x, ∑ y, w x y * (a x ^ 2 * P y y) - ∑ x, ∑ y, exchange w P x y * a x * a y := by
    simp only [exchange, Matrix.of_apply, ← Finset.sum_sub_distrib]
    exact Finset.sum_congr rfl fun x _ => Finset.sum_congr rfl fun y _ => by ring
  rw [fock, Matrix.sub_mulVec, Matrix.add_mulVec, dotProduct_sub, dotProduct_add, hJ,
    hq h, hq (exchange w P), hJK]
  ring

/-- For symmetric `w` the Hartree-Fock energy is exactly linear in the weight `t` of an added
orbital density, with slope `⟨a, F[P] a⟩`. -/
theorem energy_add_smul (h : Matrix n n ℝ) {w : Matrix n n ℝ} (hw : w.IsSymm)
    (P : Matrix n n ℝ) (a : n → ℝ) (t : ℝ) :
    energy h w (P + t • orbitalDensity a) = energy h w P + t * (a ⬝ᵥ fock h w P *ᵥ a) := by
  have h1 : (h * (P + t • orbitalDensity a)).trace =
      (h * P).trace + t * ∑ x, ∑ y, h x y * a x * a y := by
    simp only [Matrix.trace, Matrix.diag_apply, Matrix.mul_apply, Matrix.add_apply,
      Matrix.smul_apply, orbitalDensity, Matrix.of_apply, smul_eq_mul, Finset.mul_sum,
      ← Finset.sum_add_distrib]
    exact Finset.sum_congr rfl fun x _ => Finset.sum_congr rfl fun y _ => by ring
  -- the `t ^ 2` term cancels between Hartree and exchange; two cross terms remain
  have h2 : twoBodyEnergy w (P + t • orbitalDensity a) = twoBodyEnergy w P +
      t / 2 * (∑ x, ∑ y, w x y * (a x ^ 2 * P y y - a x * a y * P x y)) +
      t / 2 * (∑ x, ∑ y, w x y * (a y ^ 2 * P x x - a x * a y * P y x)) := by
    simp only [twoBodyEnergy, Matrix.add_apply, Matrix.smul_apply, orbitalDensity,
      Matrix.of_apply, smul_eq_mul, Finset.mul_sum, ← Finset.sum_add_distrib]
    exact Finset.sum_congr rfl fun x _ => Finset.sum_congr rfl fun y _ => by ring
  -- the cross terms agree because `w` is symmetric
  have hsw : ∑ x, ∑ y, w x y * (a y ^ 2 * P x x - a x * a y * P y x) =
      ∑ x, ∑ y, w x y * (a x ^ 2 * P y y - a x * a y * P x y) := by
    rw [Finset.sum_comm]
    refine Finset.sum_congr rfl fun x _ => Finset.sum_congr rfl fun y _ => ?_
    have hxy : w y x = w x y := hw.apply x y
    rw [hxy]
    ring
  unfold energy
  rw [h1, h2, hsw, fock_expectation]
  ring

/-- Adding a unit orbital `a` with `P a = 0` to a rank `N` projector gives a rank `N + 1`
projector, and the Hartree-Fock energy changes by exactly `⟨a, F[P] a⟩`. -/
theorem add_virtual_orbital (h : Matrix n n ℝ) {w P : Matrix n n ℝ} (hw : w.IsSymm) {N : ℕ}
    (hP : IsProjector P N) {a : n → ℝ} (ha : a ⬝ᵥ a = 1) (hPa : P *ᵥ a = 0) :
    IsProjector (P + orbitalDensity a) (N + 1) ∧
      energy h w (P + orbitalDensity a) - energy h w P = a ⬝ᵥ fock h w P *ᵥ a := by
  obtain ⟨hs, hAA, htr⟩ := orbitalDensity_unit ha
  have hc : P *ᵥ a = (0 : ℝ) • a := by rw [hPa, zero_smul]
  obtain ⟨h1, h2⟩ := mul_orbitalDensity hP.symm hc
  rw [zero_smul] at h1 h2
  have hidem : (P + orbitalDensity a) * (P + orbitalDensity a) = P + orbitalDensity a := by
    rw [Matrix.add_mul, Matrix.mul_add, Matrix.mul_add, hP.idem, h1, h2, hAA]
    simp
  refine ⟨⟨hP.symm.add hs, hidem, ?_⟩, ?_⟩
  · -- the rank is counted by the trace
    have ht := trace_eq_rank hidem
    rw [Matrix.trace_add, trace_eq_rank hP.idem, hP.rank_eq, htr] at ht
    exact_mod_cast ht.symm
  · have hE := energy_add_smul h hw P a 1
    rw [one_smul] at hE
    linarith

/-- Removing a unit orbital `a` with `P a = a` from a rank `N + 1` projector gives a rank `N`
projector, and `E[P] - E[P - a aᵀ] = ⟨a, F[P] a⟩`. -/
theorem remove_occupied_orbital (h : Matrix n n ℝ) {w P : Matrix n n ℝ} (hw : w.IsSymm)
    {N : ℕ} (hP : IsProjector P (N + 1)) {a : n → ℝ} (ha : a ⬝ᵥ a = 1) (hPa : P *ᵥ a = a) :
    IsProjector (P - orbitalDensity a) N ∧
      energy h w P - energy h w (P - orbitalDensity a) = a ⬝ᵥ fock h w P *ᵥ a := by
  obtain ⟨hs, hAA, htr⟩ := orbitalDensity_unit ha
  have hc : P *ᵥ a = (1 : ℝ) • a := by rw [hPa, one_smul]
  obtain ⟨h1, h2⟩ := mul_orbitalDensity hP.symm hc
  rw [one_smul] at h1 h2
  have hidem : (P - orbitalDensity a) * (P - orbitalDensity a) = P - orbitalDensity a := by
    rw [Matrix.sub_mul, Matrix.mul_sub, Matrix.mul_sub, hP.idem, h1, h2, hAA]
    simp
  refine ⟨⟨hP.symm.sub hs, hidem, ?_⟩, ?_⟩
  · have ht := trace_eq_rank hidem
    rw [Matrix.trace_sub, trace_eq_rank hP.idem, hP.rank_eq, htr] at ht
    have ht' : (((P - orbitalDensity a).rank : ℕ) : ℝ) = (N : ℝ) := by
      rw [← ht]
      push_cast
      ring
    exact_mod_cast ht'
  · have hE := energy_add_smul h hw P a (-1)
    rw [neg_smul, one_smul, ← sub_eq_add_neg] at hE
    linarith

/-- For `w = 1` and a rank `N` projector, `J[P] - K[P] = N - P`. -/
theorem hartree_sub_exchange_unit {P : Matrix n n ℝ} {N : ℕ} (hP : IsProjector P N) :
    hartree (unitInteraction n) P - exchange (unitInteraction n) P =
      (N : ℝ) • (1 : Matrix n n ℝ) - P := by
  have htr : ∑ y, P y y = (N : ℝ) := by
    have ht := trace_eq_rank hP.idem
    rw [hP.rank_eq] at ht
    exact ht
  ext x y
  simp only [Matrix.sub_apply, hartree, exchange, unitInteraction, Matrix.of_apply, one_mul,
    htr, Matrix.diagonal_apply, Matrix.smul_apply, Matrix.one_apply, smul_eq_mul]
  by_cases hxy : x = y <;> simp [hxy]

/-- For `w = 1` and a rank `N` projector, `J - K` multiplies `v` by `N` exactly when `P v = 0`,
and by `N - 1` exactly when `P v = v`. -/
theorem unit_interaction_eigenvalues {P : Matrix n n ℝ} {N : ℕ} (hP : IsProjector P N)
    (v : n → ℝ) :
    ((hartree (unitInteraction n) P - exchange (unitInteraction n) P) *ᵥ v = (N : ℝ) • v ↔
        P *ᵥ v = 0) ∧
      ((hartree (unitInteraction n) P - exchange (unitInteraction n) P) *ᵥ v =
        ((N : ℝ) - 1) • v ↔ P *ᵥ v = v) := by
  have hN : ((N : ℝ) • (1 : Matrix n n ℝ)) *ᵥ v = (N : ℝ) • v := by
    rw [Matrix.smul_mulVec, Matrix.one_mulVec]
  rw [hartree_sub_exchange_unit hP, Matrix.sub_mulVec, hN, sub_smul, one_smul]
  exact ⟨sub_eq_self, sub_right_inj⟩

/-- For `w = 1`, a rank `N` projector and a unit orbital `a`: if `P a = 0` the addition energy
`E[P + a aᵀ] - E[P]` is `⟨a, h a⟩ + N`, and if `P a = a` then
`E[P] - E[P - a aᵀ] = ⟨a, h a⟩ + (N - 1)`. -/
theorem unit_interaction_energy_changes (h : Matrix n n ℝ) {P : Matrix n n ℝ} {N : ℕ}
    (hP : IsProjector P N) {a : n → ℝ} (ha : a ⬝ᵥ a = 1) :
    (P *ᵥ a = 0 →
      energy h (unitInteraction n) (P + orbitalDensity a) - energy h (unitInteraction n) P =
        a ⬝ᵥ h *ᵥ a + N) ∧
    (P *ᵥ a = a →
      energy h (unitInteraction n) P - energy h (unitInteraction n) (P - orbitalDensity a) =
        a ⬝ᵥ h *ᵥ a + (N - 1)) := by
  have hw : (unitInteraction n).IsSymm := by
    show (unitInteraction n)ᵀ = unitInteraction n
    ext i j
    rfl
  obtain ⟨hv, ho⟩ := unit_interaction_eigenvalues hP a
  constructor
  · intro hPa
    rw [(add_virtual_orbital h hw hP ha hPa).2, fock, add_sub_assoc, Matrix.add_mulVec,
      hv.mpr hPa, dotProduct_add, dotProduct_smul, ha, smul_eq_mul, mul_one]
  · intro hPa
    have hE := energy_add_smul h hw P a (-1)
    rw [neg_smul, one_smul, ← sub_eq_add_neg, fock, add_sub_assoc, Matrix.add_mulVec,
      ho.mpr hPa, dotProduct_add, dotProduct_smul, ha, smul_eq_mul, mul_one] at hE
    linarith

/-- A density matrix on two grid points with entries `9/25, 12/25, 12/25, 16/25`. -/
def exampleProjector : Matrix (Fin 2) (Fin 2) ℝ :=
  !![9 / 25, 12 / 25; 12 / 25, 16 / 25]

/-- `exampleProjector` is a rank one projector that annihilates the unit vector `(4/5, -3/5)`
and fixes the unit vector `(3/5, 4/5)`. -/
theorem projector_witness :
    IsProjector exampleProjector 1 ∧
      (![4 / 5, -3 / 5] : Fin 2 → ℝ) ⬝ᵥ ![4 / 5, -3 / 5] = 1 ∧
      exampleProjector *ᵥ ![4 / 5, -3 / 5] = 0 ∧
      (![3 / 5, 4 / 5] : Fin 2 → ℝ) ⬝ᵥ ![3 / 5, 4 / 5] = 1 ∧
      exampleProjector *ᵥ ![3 / 5, 4 / 5] = ![3 / 5, 4 / 5] := by
  have hidem : exampleProjector * exampleProjector = exampleProjector := by
    ext i j
    fin_cases i <;> fin_cases j <;>
      simp [exampleProjector, Matrix.mul_apply, Fin.sum_univ_two] <;> norm_num
  have htr : exampleProjector.trace = 1 := by
    simp [exampleProjector, Matrix.trace_fin_two]
    norm_num
  refine ⟨⟨?_, hidem, ?_⟩, ?_, ?_, ?_, ?_⟩
  · show exampleProjectorᵀ = exampleProjector
    ext i j
    fin_cases i <;> fin_cases j <;> simp [exampleProjector]
  · have ht := trace_eq_rank hidem
    rw [htr] at ht
    exact_mod_cast ht.symm
  · simp [dotProduct, Fin.sum_univ_two]
    norm_num
  · ext i
    fin_cases i <;>
      simp [exampleProjector, Matrix.mulVec, dotProduct, Fin.sum_univ_two] <;> norm_num
  · simp [dotProduct, Fin.sum_univ_two]
    norm_num
  · ext i
    fin_cases i <;>
      simp [exampleProjector, Matrix.mulVec, dotProduct, Fin.sum_univ_two] <;> norm_num

end

end HartreeFockOrbitalAddition
```

```lean
#print axioms HartreeFockOrbitalAddition.add_virtual_orbital
#print axioms HartreeFockOrbitalAddition.remove_occupied_orbital
#print axioms HartreeFockOrbitalAddition.unit_interaction_energy_changes
```

```
'HartreeFockOrbitalAddition.add_virtual_orbital' depends on axioms: [propext, Classical.choice, Quot.sound]
'HartreeFockOrbitalAddition.remove_occupied_orbital' depends on axioms: [propext, Classical.choice, Quot.sound]
'HartreeFockOrbitalAddition.unit_interaction_energy_changes' depends on axioms: [propext, Classical.choice, Quot.sound]
```

## Energies of addition and removal

The grid points form a finite type `n`, and an orbital is a real vector $a$ with one entry per point. The state is a matrix $P$, and `IsProjector P N` says that it is symmetric, idempotent and of rank $N$: it is the density matrix of a determinant of $N$ orthonormal real orbitals. Virtual orbitals satisfy $Pa=0$, occupied ones $Pa=a$. With a one-body matrix $h$ and a pair interaction $w$, the definitions `energy` and `fock` are

$$E[P]=\operatorname{tr}(hP)+\tfrac12\sum_{x,y}w(x,y)\,[P(x,x)P(y,y)-P(x,y)P(y,x)],$$

$$F[P]=h+J[P]-K[P],$$

where $J[P]$ is diagonal with entries $\sum_y w(x,y)P(y,y)$ and $K[P](x,y)=w(x,y)P(x,y)$.

`add_virtual_orbital` takes a rank $N$ projector and a unit vector $a$ with $Pa=0$. It states that $P+aa^{\mathsf T}$ is a projector of rank $N+1$ and that

$$E[P+aa^{\mathsf T}]-E[P]=\langle a,F[P]a\rangle .$$

`remove_occupied_orbital` starts from rank $N+1$ and a unit vector with $Pa=a$. The matrix $P-aa^{\mathsf T}$ then has rank $N$, and $E[P]-E[P-aa^{\mathsf T}]$ is again $\langle a,F[P]a\rangle$.

For $w\equiv1$, `unit_interaction_eigenvalues` says that $(J-K)v=Nv$ exactly when $Pv=0$, and $(J-K)v=(N-1)v$ exactly when $Pv=v$. `unit_interaction_energy_changes` gives the corresponding energy differences for a unit orbital: $E[P+aa^{\mathsf T}]-E[P]=\langle a,ha\rangle+N$ if $a$ is virtual, and $E[P]-E[P-aa^{\mathsf T}]=\langle a,ha\rangle+N-1$ if $a$ is occupied.

## What the levels mean physically

The hypothesis `w.IsSymm` says that the interaction energy of two particles does not depend on which is named first. The matrix $h$ may be any real matrix, although a physical one is symmetric. The normalisation `a ⬝ᵥ a = 1` has no grid weight, so on a uniform grid with volume element $\Delta V$ each entry of $a$ is $\sqrt{\Delta V}$ times the orbital's value at that point, while $w(x,y)$ keeps its value.

Neither $P$ nor $a$ has to solve the Hartree-Fock equations. If $a$ is a normalised eigenvector of $F[P]$ with eigenvalue $\varepsilon$, adding it when it is virtual changes the energy by $\varepsilon$, and removing it when it is occupied changes the energy by $-\varepsilon$. This is the frozen-orbital identity behind Koopmans' theorem; the relaxation of the other orbitals after the electron count changes is not treated.

The choice $w\equiv1$ charges one unit of energy per pair of electrons, wherever they are. It is a counting device, and for a Coulomb interaction the numbers $N$ and $N-1$ are not eigenvalues of $J-K$ in general. In this constant-interaction model, promoting an electron from an occupied unit orbital $b$ to a virtual unit orbital $a$ means removing $b$ and then adding $a$ to $N-1$ electrons. The cost is $\langle a,ha\rangle-\langle b,hb\rangle$, one unit less than the difference of the two Fock expectation values. The same distinction matters when virtual Hartree-Fock levels are used to interpret excitations in electronic structure, with the finite, spinless and frozen-orbital setting as the restriction here.

The smallest case is $N=0$. Then $P=0$ and $F[P]=h$, so the first electron costs $\langle a,ha\rangle$ for every symmetric $w$. Once it is present, $N=1$ and, for $w\equiv1$, its own level contains $N-1=0$ units of interaction: exchange has removed its self-repulsion.

## Why the energy is linear in the added orbital

Put $P_t=P+t\,aa^{\mathsf T}$ with real $t$. The one-body term gains $t\sum_{x,y}h(x,y)a(x)a(y)$. The bracket in the pair energy becomes

$$\begin{aligned}
&P(x,x)P(y,y)-P(x,y)P(y,x)\\
&+t\,[A(x,y)+A(y,x)]\\
&+t^2\,[a(x)^2a(y)^2-a(x)^2a(y)^2],
\end{aligned}$$

where $A(x,y)=a(x)^2P(y,y)-a(x)a(y)P(x,y)$. The quadratic term vanishes because the orbital's Hartree self-energy cancels against its exchange. Since $w$ is symmetric, exchanging the names $x$ and $y$ shows that the two linear terms have equal sums, which cancels the factor $\tfrac12$. Therefore

$$E[P_t]=E[P]+t\Big(\sum_{x,y}h(x,y)a(x)a(y)+\sum_{x,y}w(x,y)A(x,y)\Big),$$

and writing out $J$ and $K$ shows that the parenthesis is $\langle a,F[P]a\rangle$.

`energy_add_smul` follows this calculation: `h1` is the one-body part, `h2` the expansion of the bracket, checked point by point with `ring`, and `hsw` the exchange of names through `Finset.sum_comm`. `fock_expectation` identifies the slope. Addition is the case $t=1$, removal the case $t=-1$.

## Why the electron count changes by one

An idempotent matrix acts as the identity on its range and as zero on its kernel, so its trace equals its rank; this is `trace_eq_rank`. For a unit vector, `orbitalDensity_unit` shows that $aa^{\mathsf T}$ is symmetric, idempotent and of trace one. If $Pa=ca$, `mul_orbitalDensity` gives $Paa^{\mathsf T}=aa^{\mathsf T}P=c\,aa^{\mathsf T}$. Hence

$$(P+aa^{\mathsf T})^2=P+0+0+aa^{\mathsf T}\quad(c=0),$$

$$(P-aa^{\mathsf T})^2=P-2aa^{\mathsf T}+aa^{\mathsf T}=P-aa^{\mathsf T}\quad(c=1).$$

Both matrices are symmetric and idempotent, and their traces give the ranks $N+1$ and $N$.

For $w\equiv1$, every diagonal entry of $J$ is $\operatorname{tr}P=N$, while $K=P$. So $J-K=N\,\mathbb 1-P$, as `hartree_sub_exchange_unit` states. Applied to $v$ this gives $Nv-Pv$, which equals $Nv$ exactly when $Pv=0$ and $Nv-v$ exactly when $Pv=v$. Taking the inner product with a unit orbital and adding $\langle a,ha\rangle$ yields the two energies.

`projector_witness` supplies a concrete instance on two grid points: the projector onto $(3/5,4/5)$ has rank one, fixes that unit vector and annihilates the unit vector $(4/5,-3/5)$.
